# In the long-wavelength response of the uniform electron gas, exchange relative to the kinetic term is one third as large at high frequency as in the static limit

## Definitions and units

We use atomic units and an unpolarised gas of density $n>0$. Its Fermi wave number and exchange energy per electron are

$$k=(3\pi^2 n)^{1/3},\qquad e(n)=-\frac{3k}{4\pi}.$$

An exchange-correlation kernel $f$ adds to the Coulomb interaction in the density response. With $e$ now standing for any exchange-correlation energy per electron, the two long-wavelength limits of $f$ are taken to be

$$f_0=\frac{d^2(n e)}{dn^2},\qquad
f_\infty=-\frac45 n^{2/3}\frac{d}{dn}\frac{e}{n^{2/3}}+6n^{1/3}\frac{d}{dn}\frac{e}{n^{1/3}}.$$

The first expresses the compressibility sum rule at zero frequency, the second the third-frequency-moment sum rule at high frequency. Each is compared with a kinetic coefficient of the non-interacting gas. In the static limit this is $k^2/3$, which is $n$ times the second density derivative of the kinetic energy per volume. In the high-frequency limit it is $3k^2/5$, the mean square electron velocity.

## The two ratios by hand

The claim is that, for exchange alone,

$$\frac{n f_0}{k^2/3}=-\frac{1}{\pi k},\qquad \frac{n f_\infty}{3k^2/5}=-\frac{1}{3\pi k}.$$

Take first a general power law $e=Cn^p$. Then $ne=Cn^{p+1}$, and differentiating twice gives

$$f_0=C\,p(p+1)\,n^{p-1}.$$

For any exponent $s$,

$$n^s\frac{d}{dn}\frac{e}{n^s}=n^s\,C(p-s)\,n^{p-s-1}=C(p-s)\,n^{p-1}.$$

Using $s=2/3$ and $s=1/3$,

$$f_\infty=C\left[-\frac45\left(p-\frac23\right)+6\left(p-\frac13\right)\right]n^{p-1}
=C\left(\frac{26p}{5}-\frac{22}{15}\right)n^{p-1}.$$

Exchange has $p=1/3$, since $k\propto n^{1/3}$. The brackets become $\frac13\cdot\frac43=\frac49$ and $\frac{26}{15}-\frac{22}{15}=\frac{4}{15}$. With $Cn^{1/3}=e=-3k/(4\pi)$,

$$n f_0=\frac49 e=-\frac{k}{3\pi},\qquad n f_\infty=\frac{4}{15}e=-\frac{k}{5\pi}.$$

Division by $k^2/3$ and $3k^2/5$ gives the claim. The factor $1/3$ is the product of $f_\infty/f_0=3/5$ and the ratio $5/9$ of the kinetic coefficients.

Adding the kinetic and exchange parts gives

$$\frac{k^2}{3}+nf_0=\frac{k}{3}\left(k-\frac1\pi\right),\qquad
\frac{3k^2}{5}+nf_\infty=\frac{3k}{5}\left(k-\frac1{3\pi}\right),$$

so the sums are positive exactly for $k>1/\pi$ and $k>1/(3\pi)$. In this exchange-only model, the first sum fixes the sign of the compressibility. The second is the coefficient of the squared wave number in the squared plasmon frequency when the kernel is replaced by $f_\infty$.

## The gas and its kernels in Lean

```lean
import Mathlib

open Real Topology

namespace ExchangeKernelLimits

noncomputable section
```

Densities, wave numbers and energies are all real numbers. Fractional and variable exponents are real; the squares use the natural-number exponent 2.

```lean
/-- The Fermi wave number `k = (3 π² n)^(1/3)` of an unpolarised electron gas of
density `n ≥ 0`, in atomic units. -/
def fermiK (n : ℝ) : ℝ := (3 * π ^ 2 * n) ^ (1 / 3 : ℝ)

/-- The exchange energy per electron of the uniform gas, `-3k/(4π)`. -/
def exchangeEnergy (n : ℝ) : ℝ := -3 * fermiK n / (4 * π)
```

`fermiK n` is $k$ and `exchangeEnergy n` is $e(n)$. The exchange energy enters as a formula; it is not derived from a Slater determinant of plane waves.

```lean
/-- The static long-wavelength kernel `f0`: the second density derivative of the
energy per volume `n e(n)`. -/
def staticKernel (e : ℝ → ℝ) (n : ℝ) : ℝ :=
  deriv (deriv (fun x => x * e x)) n

/-- The high-frequency long-wavelength kernel `f∞`, built from the energy per electron
`e` at density `n > 0`. -/
def highFreqKernel (e : ℝ → ℝ) (n : ℝ) : ℝ :=
  -(4 / 5) * n ^ (2 / 3 : ℝ) * deriv (fun x => e x / x ^ (2 / 3 : ℝ)) n
    + 6 * n ^ (1 / 3 : ℝ) * deriv (fun x => e x / x ^ (1 / 3 : ℝ)) n
```

Both kernels accept an arbitrary function `e : ℝ → ℝ`, which stands for the exchange-correlation energy per electron, and contain actual derivatives. The sum rules behind them are built into these definitions, and correlation is absent once `e` is set to `exchangeEnergy`.

## Derivatives of a power-law energy

Lean's `deriv` returns zero where a function is not differentiable, so the next three lemmas prove `HasDerivAt`, which states that the derivative exists and has the given value. Their hypothesis `he` requires $e(x)=Cx^p$ only for $x>0$.

```lean
/-- If the energy per electron is `C n^p` at positive densities, then `e / n^s` has the
derivative `C (p - s) n^(p - s - 1)` at every `n > 0`. -/
theorem hasDerivAt_scaled_energy {e : ℝ → ℝ} {C p : ℝ}
    (he : ∀ x, 0 < x → e x = C * x ^ p) (s : ℝ) {n : ℝ} (hn : 0 < n) :
    HasDerivAt (fun x => e x / x ^ s) (C * (p - s) * n ^ (p - s - 1)) n := by
  have h : HasDerivAt (fun x : ℝ => C * x ^ (p - s))
      (C * ((p - s) * n ^ (p - s - 1))) n :=
    (Real.hasDerivAt_rpow_const (Or.inl hn.ne')).const_mul C
  refine (h.congr_of_eventuallyEq ?_).congr_deriv (by ring)
  filter_upwards [Ioi_mem_nhds hn] with x hx
  have hx' : 0 < x := hx
  rw [he x hx', Real.rpow_sub hx', mul_div_assoc]
```

This is the derivative of $e/n^s$. The proof differentiates $Cx^{p-s}$ and transfers the result to $e(x)/x^s$. The transfer is allowed because the two functions agree on all positive $x$, hence in a neighbourhood of $n$; `Ioi_mem_nhds hn` supplies that neighbourhood, and `filter_upwards` reduces the comparison to its points.

```lean
/-- If the energy per electron is `C n^p` at positive densities, then the chemical
potential `d(n e)/dn` is `C (p + 1) n^p` at every `n > 0`. -/
theorem hasDerivAt_energy_density {e : ℝ → ℝ} {C p : ℝ}
    (he : ∀ x, 0 < x → e x = C * x ^ p) {n : ℝ} (hn : 0 < n) :
    HasDerivAt (fun x => x * e x) (C * (p + 1) * n ^ p) n := by
  have h : HasDerivAt (fun x : ℝ => C * x ^ (p + 1))
      (C * ((p + 1) * n ^ (p + 1 - 1))) n :=
    (Real.hasDerivAt_rpow_const (Or.inl hn.ne')).const_mul C
  refine (h.congr_of_eventuallyEq ?_).congr_deriv
    (by rw [add_sub_cancel_right]; ring)
  filter_upwards [Ioi_mem_nhds hn] with x hx
  have hx' : 0 < x := hx
  rw [he x hx', Real.rpow_add_one hx'.ne']
  ring
```

The same argument, applied to $Cx^{p+1}$, gives the first derivative of $ne$. The code calls it the chemical potential; for an exchange-correlation energy $e$ it is the contribution of $e$ to the chemical potential, without the kinetic part.

```lean
/-- If the energy per electron is `C n^p` at positive densities, then at every `n > 0`
the chemical potential is differentiable, with derivative `C p (p + 1) n^(p - 1)`. -/
theorem hasDerivAt_chemical_potential {e : ℝ → ℝ} {C p : ℝ}
    (he : ∀ x, 0 < x → e x = C * x ^ p) {n : ℝ} (hn : 0 < n) :
    HasDerivAt (deriv (fun x => x * e x)) (C * (p * (p + 1)) * n ^ (p - 1)) n := by
  have h : HasDerivAt (fun x : ℝ => C * (p + 1) * x ^ p)
      (C * (p + 1) * (p * n ^ (p - 1))) n :=
    (Real.hasDerivAt_rpow_const (Or.inl hn.ne')).const_mul (C * (p + 1))
  refine (h.congr_of_eventuallyEq ?_).congr_deriv (by ring)
  filter_upwards [Ioi_mem_nhds hn] with x hx
  exact (hasDerivAt_energy_density he hx).deriv
```

For the second derivative, the previous lemma is used at every positive $x$ near $n$, not only at $n$ itself. There the first derivative equals $C(p+1)x^p$, which can be differentiated again.

```lean
/-- For an energy per electron `C n^p` at positive densities, the high-frequency kernel
at `n > 0` is `C (26p/5 - 22/15) n^(p - 1)`. -/
theorem highFreqKernel_powerLaw {e : ℝ → ℝ} {C p : ℝ}
    (he : ∀ x, 0 < x → e x = C * x ^ p) {n : ℝ} (hn : 0 < n) :
    highFreqKernel e n = C * (26 * p / 5 - 22 / 15) * n ^ (p - 1) := by
  -- the prefactor n^s restores the common power n^(p-1) in both terms
  have hs : ∀ s : ℝ, n ^ s * n ^ (p - s - 1) = n ^ (p - 1) := fun s => by
    rw [← Real.rpow_add hn]
    congr 1
    ring
  unfold highFreqKernel
  rw [(hasDerivAt_scaled_energy he (2 / 3) hn).deriv,
    (hasDerivAt_scaled_energy he (1 / 3) hn).deriv]
  linear_combination (-(4 / 5) * (C * (p - 2 / 3))) * hs (2 / 3)
    + (6 * (C * (p - 1 / 3))) * hs (1 / 3)
```

The auxiliary statement `hs` is $n^s n^{p-s-1}=n^{p-1}$. After the two derivatives are inserted, `linear_combination` uses it for $s=2/3$ and $s=1/3$ and collects the coefficients into $26p/5-22/15$.

## Exchange as the case $p=1/3$

```lean
/-- For exchange alone, at density `n > 0`, the two kernels are given by
`n f0 = -k/(3π)` and `n f∞ = -k/(5π)`. -/
theorem exchange_kernels {n : ℝ} (hn : 0 < n) :
    n * staticKernel exchangeEnergy n = -(fermiK n / (3 * π)) ∧
    n * highFreqKernel exchangeEnergy n = -(fermiK n / (5 * π)) := by
  have hk : ∀ x : ℝ, 0 < x →
      fermiK x = (3 * π ^ 2) ^ (1 / 3 : ℝ) * x ^ (1 / 3 : ℝ) := fun x hx => by
    unfold fermiK
    exact Real.mul_rpow (by positivity) hx.le
  -- exchange is a power law with exponent 1/3
  have he : ∀ x : ℝ, 0 < x → exchangeEnergy x =
      (-3 * (3 * π ^ 2) ^ (1 / 3 : ℝ) / (4 * π)) * x ^ (1 / 3 : ℝ) := fun x hx => by
    rw [exchangeEnergy, hk x hx]
    ring
  have hp : n * n ^ ((1 / 3 : ℝ) - 1) = n ^ (1 / 3 : ℝ) := by
    rw [Real.rpow_sub_one hn.ne', ← mul_div_assoc, mul_div_cancel_left₀ _ hn.ne']
  constructor
  · rw [staticKernel, (hasDerivAt_chemical_potential he hn).deriv, hk n hn, ← hp]
    ring
  · rw [highFreqKernel_powerLaw he hn, hk n hn, ← hp]
    ring
```

The proof splits $k$ into $(3\pi^2)^{1/3}n^{1/3}$, which identifies $C=-3(3\pi^2)^{1/3}/(4\pi)$. The same splitting is applied to $k$ on the right-hand side, where the step `hp`, $n\,n^{1/3-1}=n^{1/3}$, is used from right to left, so that both sides contain the factor $n\,n^{1/3-1}$.

```lean
/-- At density `n > 0`, the exchange correction relative to the kinetic coefficient is
`-1/(πk)` in the static limit (`k²/3`) and `-1/(3πk)` in the high-frequency limit
(`3k²/5`), the second being one third of the first. -/
theorem relative_exchange_corrections {n : ℝ} (hn : 0 < n) :
    n * staticKernel exchangeEnergy n / (fermiK n ^ 2 / 3) = -1 / (π * fermiK n) ∧
    n * highFreqKernel exchangeEnergy n / (3 * fermiK n ^ 2 / 5)
      = -1 / (3 * π * fermiK n) ∧
    n * highFreqKernel exchangeEnergy n / (3 * fermiK n ^ 2 / 5)
      = 1 / 3 * (n * staticKernel exchangeEnergy n / (fermiK n ^ 2 / 3)) := by
  have hk : fermiK n ≠ 0 := by
    unfold fermiK
    positivity
  have h0 : n * staticKernel exchangeEnergy n / (fermiK n ^ 2 / 3)
      = -1 / (π * fermiK n) := by
    rw [(exchange_kernels hn).1]
    field_simp
  have h1 : n * highFreqKernel exchangeEnergy n / (3 * fermiK n ^ 2 / 5)
      = -1 / (3 * π * fermiK n) := by
    rw [(exchange_kernels hn).2]
    field_simp
  exact ⟨h0, h1, by rw [h0, h1]; ring⟩
```

The theorem has three parts for every $n>0$: the static ratio, the high-frequency ratio, and the statement that the second is one third of the first. The kinetic coefficients $k^2/3$ and $3k^2/5$ appear as given expressions. Since $k\neq0$, `field_simp` can carry out the divisions, and the third part follows from the first two.

For simulation practice, this bears on adiabatic kernels in time-dependent density-functional theory: in the exchange-only uniform gas at long wavelength, using $f_0$ where $f_\infty$ applies makes the exchange term $5/3$ times as large.

```lean
/-- At density `n > 0`, the sum of kinetic and exchange coefficients is positive in the
static limit exactly when `k > 1/π`, and in the high-frequency limit exactly when
`k > 1/(3π)`. -/
theorem total_coefficient_pos_iff {n : ℝ} (hn : 0 < n) :
    (0 < fermiK n ^ 2 / 3 + n * staticKernel exchangeEnergy n ↔ 1 / π < fermiK n) ∧
    (0 < 3 * fermiK n ^ 2 / 5 + n * highFreqKernel exchangeEnergy n
      ↔ 1 / (3 * π) < fermiK n) := by
  have hk : 0 < fermiK n := by
    unfold fermiK
    positivity
  -- each sum factors into a positive multiple of k minus its threshold
  have h0 : fermiK n ^ 2 / 3 + n * staticKernel exchangeEnergy n
      = fermiK n / 3 * (fermiK n - 1 / π) := by
    rw [(exchange_kernels hn).1]
    ring
  have h1 : 3 * fermiK n ^ 2 / 5 + n * highFreqKernel exchangeEnergy n
      = 3 * fermiK n / 5 * (fermiK n - 1 / (3 * π)) := by
    rw [(exchange_kernels hn).2]
    ring
  constructor
  · rw [h0, mul_pos_iff_of_pos_left (by positivity), sub_pos]
  · rw [h1, mul_pos_iff_of_pos_left (by positivity), sub_pos]

end

end ExchangeKernelLimits
```

The equalities `h0` and `h1` are the two factorisations derived above. The factor in front of each bracket is positive, so the sign of the sum is the sign of $k$ minus its threshold.

```lean
#print axioms ExchangeKernelLimits.relative_exchange_corrections
#print axioms ExchangeKernelLimits.total_coefficient_pos_iff
```

```
'ExchangeKernelLimits.relative_exchange_corrections' depends on axioms: [propext, Classical.choice, Quot.sound]
'ExchangeKernelLimits.total_coefficient_pos_iff' depends on axioms: [propext, Classical.choice, Quot.sound]
```
